# Sign of the error in a two-point inverse-power extrapolation of a model energy with an exponential Hartree–Fock term

Let the total energy computed in a Gaussian basis set of cardinal number $X$ be modelled as

$$E_X = E + \frac{A}{X^3} + B\,e^{-cX},$$

where $E$ is the complete-basis value, $A/X^3$ is the error of the correlation energy, and $B e^{-cX}$ is the error of the Hartree–Fock energy. For $B > 0$ and two cardinal numbers $0 < X < Y$, the extrapolated energy lies strictly below $E$ exactly when the decay rate $c$ exceeds a threshold fixed by $X$ and $Y$:

$$\frac{Y^3 E_Y - X^3 E_X}{Y^3 - X^3} < E \quad\Longleftrightarrow\quad c\,(Y - X) > 3 \log\frac{Y}{X}.$$

The logarithm is the natural one, and $A$ is an arbitrary real number. The same equivalence holds with any positive integer power $p$ in place of $3$, provided that the model and the extrapolation use the same $p$. The estimate equals $E$ exactly when the two sides of the condition are equal; it is below $E$ whenever $cX \ge p$ and above $E$ whenever $cY \le p$. The result bears on basis-set extrapolation in electronic structure: within this three-term model, applying the inverse-power formula to the total energy, and not to the correlation part alone, leaves a Hartree–Fock remainder whose sign depends only on $c$, $p$, $X$ and $Y$ once $B$ is positive.

```lean
import Mathlib

open Real

namespace JointBasisExtrapolation

noncomputable section
```

## The model energy and its constants

With a general power the model reads

$$E_X = E + \frac{A}{X^p} + B\,e^{-cX}.$$

This form is postulated and is not derived from any Hamiltonian. The term $A/X^p$ stands for the slow, algebraic convergence of the correlation energy in a hierarchy of one-particle basis sets, with amplitude $A$ and power $p$. The term $Be^{-cX}$ stands for the convergence of the Hartree–Fock energy, with amplitude $B$ and decay rate $c$ per unit of cardinal number. The sign $B \ge 0$, used below in the strict form $B > 0$ that excludes a vanishing Hartree–Fock error, expresses the variational property of the Hartree–Fock energy, which in a finite basis does not lie below its complete-basis value. The constants $E$, $A$, $B$ and $c$ are the same for both basis sets that enter the extrapolation.

```lean
/-- Model total energy at cardinal number `X`: a constant term `E`, a correlation error `A / X^p`
and a Hartree-Fock error `B exp(-c X)`. -/
def energy (p : ℕ) (E A B c X : ℝ) : ℝ := E + A / X ^ p + B * exp (-c * X)
```

In `energy p E A B c X` the power `p` is a natural number and everything else is real. The cardinal number `X` is real as well, so the integer values $2, 3, 4, \dots$ that label actual basis sets are special cases. For $c > 0$ and $p \ge 1$ both error terms decay as $X$ grows, and $E$ is then the complete-basis limit; for $c \le 0$ and $B \ne 0$ it is not. The theorems treat $E$ simply as the constant term of the model and contain no statement about $X \to \infty$. Higher inverse powers, a Hartree–Fock error of another shape, and numerical noise in the energies are absent from the model.

## The two-point formula

Suppose for a moment that some energy $f(X)$ had only the algebraic error, $f(X) = E + A/X^p$. Multiplying by $X^p$ at the two cardinal numbers gives

$$X^p f(X) = X^p E + A, \qquad Y^p f(Y) = Y^p E + A.$$

Subtracting the first equation from the second removes $A$ and leaves $Y^p f(Y) - X^p f(X) = (Y^p - X^p)\,E$. This suggests defining, for any $f$,

$$f_{XY} = \frac{Y^p f(Y) - X^p f(X)}{Y^p - X^p}.$$

```lean
/-- Two-point inverse-power extrapolation of energies `f` from cardinal numbers `X` and `Y`. -/
def extrapolate (p : ℕ) (f : ℝ → ℝ) (X Y : ℝ) : ℝ :=
  (Y ^ p * f Y - X ^ p * f X) / (Y ^ p - X ^ p)
```

The definition `extrapolate p f X Y` accepts any function `f : ℝ → ℝ`. Below it is always applied to `energy p E A B c`, the model with its last argument left open, so that $f(X) = E_X$. The resulting number is written $E_{XY}$. It is a joint extrapolation in the sense that the correlation and Hartree–Fock errors pass through the same formula. Because the same `p` appears in `energy` and in `extrapolate`, an extrapolation with a power that differs from the true one is not covered.

The formula multiplies each energy by the $p$-th power of its cardinal number, so the exponential term enters through the product

$$w(X) = X^p e^{-cX},$$

which is called the weight from here on.

```lean
/-- The exponential factor of the Hartree-Fock error multiplied by `X^p`. -/
def weight (p : ℕ) (c X : ℝ) : ℝ := X ^ p * exp (-c * X)
```

## The error of the estimate

Take $p \ge 1$ and $0 < X < Y$. Then $X^p < Y^p$, and the denominator $D = Y^p - X^p$ is positive. Multiplying the model by the powers gives

$$X^p E_X = X^p E + A + B\,w(X), \qquad Y^p E_Y = Y^p E + A + B\,w(Y).$$

The difference is

$$Y^p E_Y - X^p E_X = D\,E + B\,\bigl(w(Y) - w(X)\bigr),$$

and division by $D$ yields

$$E_{XY} - E = \frac{B\,\bigl(w(Y) - w(X)\bigr)}{Y^p - X^p}.$$

The correlation amplitude $A$ has cancelled, and the whole remaining error comes from the Hartree–Fock term.

```lean
/-- For `p ≠ 0` and `0 < X < Y` the extrapolated energy minus `E` is `B (w(Y) - w(X)) / (Y^p - X^p)`
with `w(X) = X^p exp(-c X)`; the coefficient `A` drops out. -/
theorem extrapolate_error {p : ℕ} (hp : p ≠ 0) (E A B c : ℝ) {X Y : ℝ}
    (hX : 0 < X) (hXY : X < Y) :
    extrapolate p (energy p E A B c) X Y - E
      = B * (weight p c Y - weight p c X) / (Y ^ p - X ^ p) := by
  have hlt : X ^ p < Y ^ p := pow_lt_pow_left₀ hXY hX.le hp
  have hD : Y ^ p - X ^ p ≠ 0 := (sub_pos.mpr hlt).ne'
  have hXp : X ^ p ≠ 0 := (pow_pos hX p).ne'
  have hYp : Y ^ p ≠ 0 := (pow_pos (hX.trans hXY) p).ne'
  -- each weighted correlation term equals `A`, so they cancel
  have h1 : X ^ p * (A / X ^ p) = A := mul_div_cancel₀ A hXp
  have h2 : Y ^ p * (A / Y ^ p) = A := mul_div_cancel₀ A hYp
  unfold extrapolate energy weight
  rw [sub_eq_iff_eq_add, div_add' _ _ _ hD]
  congr 1
  linear_combination h2 - h1
```

The theorem `extrapolate_error` states this identity for all real `E A B c`, with no sign condition on $B$ or $c$. Its hypotheses are `hp : p ≠ 0`, `hX : 0 < X` and `hXY : X < Y`. They make $X^p$, $Y^p$ and $D$ nonzero, so Lean's convention that division by zero returns zero plays no role. In the proof, `hlt` is $X^p < Y^p$, and `h1` and `h2` are the cancellations $X^p (A/X^p) = A$ and $Y^p (A/Y^p) = A$. The rewrite with `sub_eq_iff_eq_add` moves $E$ to the right, and `div_add'` brings the right side over the common denominator $D$. After `congr 1` only the numerators are compared, which is the displayed difference equation. Its two sides differ by $Y^p (A/Y^p) - X^p (A/X^p)$, and `linear_combination h2 - h1` performs the subtraction that removes $A$.

## The weight as one exponential

For $X > 0$ one has $X^p = e^{\log X^p} = e^{p \log X}$, and therefore

$$w(X) = e^{p\log X}\, e^{-cX} = e^{\,p \log X - cX}.$$

A comparison of two weights thus becomes a comparison of two exponents.

```lean
/-- For `X > 0` the weight is the single exponential `exp(p log X - c X)`. -/
theorem weight_eq_exp (p : ℕ) (c : ℝ) {X : ℝ} (hX : 0 < X) :
    weight p c X = exp (p * log X - c * X) := by
  unfold weight
  rw [sub_eq_add_neg, exp_add, ← Real.log_pow, exp_log (pow_pos hX p), neg_mul]
```

The lemma `weight_eq_exp` holds for every natural `p` and real `c`, given `hX : 0 < X`. Apart from the final `neg_mul`, which writes $(-c)X$ as $-(cX)$ on the left, the rewrites work on the right-hand side: `exp_add` splits the exponential into two factors, `Real.log_pow` read from right to left turns $p \log X$ into $\log X^p$, and `exp_log` removes the exponential of the logarithm, using $X^p > 0$.

## When the estimate lies below $E$

Let $B > 0$. In the error formula the factor $B/D$ is positive, so

$$E_{XY} < E \iff w(Y) < w(X).$$

Writing both weights as exponentials and using that the exponential function is strictly increasing gives

$$w(Y) < w(X) \iff p \log Y - cY < p\log X - cX.$$

Collecting the logarithms on the left and the linear terms on the right, with $\log Y - \log X = \log(Y/X)$, gives

$$E_{XY} < E \iff p \log\frac{Y}{X} < c\,(Y - X).$$

The left side of the condition is the logarithm of the factor $(Y/X)^p$ by which the formula weights the larger basis relative to the smaller one. The right side is the logarithm of the factor $e^{c(Y-X)}$ by which the Hartree–Fock error shrinks between the two basis sets. The estimate falls below $E$ when the shrinkage exceeds the weighting, because the subtracted term $B\,w(X)$ is then larger than $B\,w(Y)$.

```lean
/-- For `p ≠ 0`, `B > 0` and `0 < X < Y`, the extrapolated energy lies strictly below `E` if and
only if `c (Y - X) > p log(Y / X)`. -/
theorem extrapolate_lt_iff {p : ℕ} (hp : p ≠ 0) (E A c : ℝ) {B X Y : ℝ}
    (hB : 0 < B) (hX : 0 < X) (hXY : X < Y) :
    extrapolate p (energy p E A B c) X Y < E ↔ p * log (Y / X) < c * (Y - X) := by
  have hY : 0 < Y := hX.trans hXY
  have hD : 0 < Y ^ p - X ^ p := sub_pos.mpr (pow_lt_pow_left₀ hXY hX.le hp)
  -- the sign of the error is the sign of `w(Y) - w(X)`
  have key : extrapolate p (energy p E A B c) X Y < E ↔ weight p c Y < weight p c X := by
    rw [← sub_neg, extrapolate_error hp E A B c hX hXY, div_lt_iff₀ hD, zero_mul]
    constructor
    · intro h
      by_contra h'
      have := mul_nonneg hB.le (sub_nonneg.mpr (not_lt.mp h'))
      linarith
    · intro h
      exact mul_neg_of_pos_of_neg hB (sub_neg.mpr h)
  -- compare the exponents
  rw [key, weight_eq_exp p c hX, weight_eq_exp p c hY, exp_lt_exp, log_div hY.ne' hX.ne']
  constructor <;> intro h <;> linarith
```

The theorem `extrapolate_lt_iff` reads: for a nonzero natural `p`, arbitrary real `E A c`, and `hB : 0 < B`, `hX : 0 < X`, `hXY : X < Y`, the extrapolated model energy is less than `E` if and only if `p * log (Y / X) < c * (Y - X)`. Positivity of $c$ is not among the hypotheses. For $c \le 0$ the condition fails, since its left side is positive and its right side is not, and the equivalence then says that the estimate is not below $E$.

The intermediate claim `key` is the first of the three displayed equivalences. It turns $E_{XY} < E$ into $E_{XY} - E < 0$ with `sub_neg`, inserts `extrapolate_error`, and clears the positive denominator with `div_lt_iff₀ hD`, which leaves $B\,(w(Y) - w(X)) < 0$. In the forward direction, $w(Y) \ge w(X)$ would make this product nonnegative, a contradiction. In the backward direction a positive number times a negative number is negative. The final rewrite applies `weight_eq_exp` at $X$ and at $Y$, drops the exponentials with `exp_lt_exp`, and expands $\log(Y/X)$ with `log_div`. What remains is the rearrangement of terms, which `linarith` does in both directions.

## When the estimate is exact

For the equality case the sign of $B$ does not matter, only that $B \ne 0$. The error vanishes exactly when its numerator does, and $B\,(w(Y) - w(X)) = 0$ with $B \neq 0$ means $w(Y) = w(X)$. The exponential function is injective, so this is $p\log Y - cY = p \log X - cX$, and

$$E_{XY} = E \iff c\,(Y - X) = p \log\frac{Y}{X}.$$

For given $p$, $X$ and $Y$ this singles out one decay rate, $c = p \log(Y/X)/(Y - X)$, at which the two weighted Hartree–Fock errors cancel.

```lean
/-- For `p ≠ 0`, `B ≠ 0` and `0 < X < Y`, the extrapolated energy equals `E` if and only if `c (Y -
X) = p log(Y / X)`. -/
theorem extrapolate_eq_iff {p : ℕ} (hp : p ≠ 0) (E A c : ℝ) {B X Y : ℝ}
    (hB : B ≠ 0) (hX : 0 < X) (hXY : X < Y) :
    extrapolate p (energy p E A B c) X Y = E ↔ c * (Y - X) = p * log (Y / X) := by
  have hY : 0 < Y := hX.trans hXY
  have hD : Y ^ p - X ^ p ≠ 0 := (sub_pos.mpr (pow_lt_pow_left₀ hXY hX.le hp)).ne'
  have key : extrapolate p (energy p E A B c) X Y = E ↔ weight p c Y = weight p c X := by
    rw [← sub_eq_zero, extrapolate_error hp E A B c hX hXY, div_eq_iff hD, zero_mul]
    constructor
    · intro h
      exact sub_eq_zero.mp ((mul_eq_zero.mp h).resolve_left hB)
    · intro h
      rw [h, sub_self, mul_zero]
  rw [key, weight_eq_exp p c hX, weight_eq_exp p c hY, exp_eq_exp, log_div hY.ne' hX.ne']
  constructor <;> intro h <;> linarith
```

The theorem `extrapolate_eq_iff` has `hB : B ≠ 0` where the previous one had positivity. Its proof runs parallel: `div_eq_iff hD` clears the denominator, `mul_eq_zero` splits the vanishing product and the alternative $B = 0$ is discarded, and `exp_eq_exp` takes the place of monotonicity.

## The inverse cube

Setting $p = 3$ gives the statement at the top,

$$\frac{Y^3 E_Y - X^3 E_X}{Y^3 - X^3} < E \iff c\,(Y - X) > 3\log\frac{Y}{X}.$$

```lean
/-- Inverse-cube case: for `B > 0` and `0 < X < Y`, the value
`(Y^3 E_Y - X^3 E_X) / (Y^3 - X^3)` is below `E` if and only if `c (Y - X) > 3 log(Y / X)`. -/
theorem cubic_lt_iff (E A c : ℝ) {B X Y : ℝ} (hB : 0 < B) (hX : 0 < X) (hXY : X < Y) :
    (Y ^ 3 * energy 3 E A B c Y - X ^ 3 * energy 3 E A B c X) / (Y ^ 3 - X ^ 3) < E
      ↔ c * (Y - X) > 3 * log (Y / X) := by
  have h := extrapolate_lt_iff (p := 3) (by norm_num) E A c hB hX hXY
  rw [Nat.cast_ofNat] at h
  exact h
```

In `cubic_lt_iff` the quotient is written out in terms of `energy 3 E A B c Y` and `energy 3 E A B c X`, so the formula can be read without the definition of `extrapolate`. The hypotheses are again $B > 0$ and $0 < X < Y$, with $E$, $A$ and $c$ free. The proof is `extrapolate_lt_iff` at `p := 3`. For the consecutive cardinal numbers $X = 3$ and $Y = 4$ the condition is $c > 3 \log(4/3)$.

## A condition on the smaller basis alone

The criterion involves both cardinal numbers through a logarithm. A bound on the logarithm gives a sufficient condition that involves only $X$. For every $r > 0$ with $r \ne 1$ one has $\log r < r - 1$. Take $r = Y/X > 1$ and suppose $cX \ge p$. Since $p > 0$ and $Y/X - 1 > 0$,

$$p \log\frac{Y}{X} < p\left(\frac{Y}{X} - 1\right) \le cX \left(\frac{Y}{X} - 1\right) = c\,(Y - X).$$

The criterion is met, so $E_{XY} < E$ for every $Y > X$. The condition $cX \ge p$ forces $c > 0$ and says that the smaller cardinal number is at least $p/c$, which is $p$ times the interval $1/c$ over which the Hartree–Fock error falls by a factor $e$.

```lean
/-- If `p ≠ 0`, `B > 0`, `0 < X < Y` and `c X ≥ p`, the extrapolated energy lies strictly below `E`.
-/
theorem extrapolate_lt_of_le_mul {p : ℕ} (hp : p ≠ 0) (E A : ℝ) {B c X Y : ℝ}
    (hB : 0 < B) (hX : 0 < X) (hXY : X < Y) (hc : (p : ℝ) ≤ c * X) :
    extrapolate p (energy p E A B c) X Y < E := by
  have hp' : (0 : ℝ) < p := by exact_mod_cast Nat.pos_of_ne_zero hp
  have hXne : X ≠ 0 := hX.ne'
  have hr : 1 < Y / X := (one_lt_div hX).mpr hXY
  -- strict bound `log r < r - 1` for `r = Y / X`
  have hlog : log (Y / X) < Y / X - 1 := log_lt_sub_one_of_pos (by linarith) hr.ne'
  rw [extrapolate_lt_iff hp E A c hB hX hXY]
  calc (p : ℝ) * log (Y / X) < p * (Y / X - 1) := mul_lt_mul_of_pos_left hlog hp'
    _ ≤ (c * X) * (Y / X - 1) := mul_le_mul_of_nonneg_right hc (by linarith)
    _ = c * (Y - X) := by field_simp
```

The theorem `extrapolate_lt_of_le_mul` adds `hc : (p : ℝ) ≤ c * X` to the hypotheses $p \neq 0$, $B > 0$, $0 < X < Y$ and concludes that the estimate is strictly less than `E`. The bound on the logarithm is `hlog`, taken from `log_lt_sub_one_of_pos`. After the goal is rewritten with `extrapolate_lt_iff`, the three lines of the `calc` block are the three relations in the chain above: multiplication of `hlog` by $p > 0$, multiplication of `hc` by $Y/X - 1 \ge 0$, and the cancellation of $X$ by `field_simp`.

## A condition on the larger basis alone

The same bound applied to $r = X/Y < 1$ gives $\log(X/Y) < X/Y - 1$. Since $\log(Y/X) = -\log(X/Y)$, this is the lower bound

$$1 - \frac{X}{Y} < \log\frac{Y}{X}.$$

Suppose $cY \le p$, which says that even the larger cardinal number does not exceed $p/c$, or that $c \le 0$. Since $1 - X/Y > 0$ and $p > 0$,

$$c\,(Y - X) = cY\left(1 - \frac{X}{Y}\right) \le p\left(1 - \frac{X}{Y}\right) < p \log\frac{Y}{X}.$$

This strict inequality contradicts the condition for $E_{XY} < E$ and also the condition for $E_{XY} = E$. The only remaining possibility is $E_{XY} > E$.

```lean
/-- If `p ≠ 0`, `B > 0`, `0 < X < Y` and `c Y ≤ p`, the extrapolated energy lies strictly above `E`.
-/
theorem lt_extrapolate_of_mul_le {p : ℕ} (hp : p ≠ 0) (E A : ℝ) {B c X Y : ℝ}
    (hB : 0 < B) (hX : 0 < X) (hXY : X < Y) (hc : c * Y ≤ (p : ℝ)) :
    E < extrapolate p (energy p E A B c) X Y := by
  have hp' : (0 : ℝ) < p := by exact_mod_cast Nat.pos_of_ne_zero hp
  have hY : 0 < Y := hX.trans hXY
  have hYne : Y ≠ 0 := hY.ne'
  have hr : X / Y < 1 := (div_lt_one hY).mpr hXY
  -- strict bound `1 - X / Y < log (Y / X)`
  have hlog : log (X / Y) < X / Y - 1 := log_lt_sub_one_of_pos (div_pos hX hY) hr.ne
  have hneg : log (Y / X) = -log (X / Y) := by
    rw [log_div hY.ne' hX.ne', log_div hX.ne' hY.ne']
    ring
  have hlog' : 1 - X / Y < log (Y / X) := by linarith
  have h : c * (Y - X) < p * log (Y / X) :=
    calc c * (Y - X) = (c * Y) * (1 - X / Y) := by field_simp
      _ ≤ p * (1 - X / Y) := mul_le_mul_of_nonneg_right hc (by linarith)
      _ < p * log (Y / X) := mul_lt_mul_of_pos_left hlog' hp'
  -- the estimate is neither below `E` nor equal to it
  rcases lt_trichotomy (extrapolate p (energy p E A B c) X Y) E with h1 | h1 | h1
  · have := (extrapolate_lt_iff hp E A c hB hX hXY).mp h1
    linarith
  · have := (extrapolate_eq_iff hp E A c hB.ne' hX hXY).mp h1
    linarith
  · exact h1

end

end JointBasisExtrapolation
```

The theorem `lt_extrapolate_of_mul_le` assumes `hc : c * Y ≤ (p : ℝ)` together with $p \ne 0$, $B > 0$, $0 < X < Y$, and concludes that `E` is strictly less than the estimate. Here `hlog` is the bound at $r = X/Y$, `hneg` reverses the ratio inside the logarithm, and `hlog'` is the lower bound displayed above. The `calc` block that establishes `h` follows the chain term by term. The proof then splits with `lt_trichotomy` into the cases below, equal and above. The first contradicts `h` through `extrapolate_lt_iff`, the second through `extrapolate_eq_iff`, and the third is the claim.

The two sufficient conditions leave the range $p/Y < c < p/X$ open, and there the logarithmic criterion decides. For $p = 3$, $X = 3$, $Y = 4$ the estimate is below $E$ for $c \ge 1$ and above $E$ for $c \le 3/4$, and the threshold $3\log(4/3)$ lies between these values. An observation that the Lean file does not contain explains the shape of both conditions: for $c > 0$ the derivative $w'(x) = (p/x - c)\,w(x)$ changes sign at $x = p/c$, so $cX \ge p$ places both cardinal numbers on the falling side of the weight and $cY \le p$ places both on the rising side.

```lean
#print axioms JointBasisExtrapolation.extrapolate_error
#print axioms JointBasisExtrapolation.cubic_lt_iff
#print axioms JointBasisExtrapolation.extrapolate_lt_of_le_mul
#print axioms JointBasisExtrapolation.lt_extrapolate_of_mul_le
```

```
'JointBasisExtrapolation.extrapolate_error' depends on axioms: [propext, Classical.choice, Quot.sound]
'JointBasisExtrapolation.cubic_lt_iff' depends on axioms: [propext, Classical.choice, Quot.sound]
'JointBasisExtrapolation.extrapolate_lt_of_le_mul' depends on axioms: [propext, Classical.choice, Quot.sound]
'JointBasisExtrapolation.lt_extrapolate_of_mul_le' depends on axioms: [propext, Classical.choice, Quot.sound]
```
